# The reduced density gradient of two equal exponential atoms: zero at the midpoint, unbounded in the tails

## Two atoms on a line

Place two equal atoms at −d and d and give each a density that decays exponentially from its nucleus. Add the two densities without letting them relax. On the line through the nuclei the sum is

ρ(x) = exp(−a|x+d|) + exp(−a|x−d|), with a, d > 0.

Here a is the decay rate and 2d is the bond length. How strongly does this density vary, measured on the scale set by the density itself? The reduced gradient answers that:

s(x) = |ρ′(x)| / ρ(x)^(4/3).

Gradient-corrected density functionals take s as an input, and plots of s against ρ are used to find bonds and noncovalent contacts. In this model of two frozen, equal atoms, both the dip of such a plot at the bond midpoint and the growth of s in the density tail can be computed exactly on the axis.

The natural reference density is the value at the midpoint,

r0 = ρ(0) = 2 exp(−ad).

## What is claimed about s

The theorem `reducedGradient_profile` assumes a > 0 and d > 0 and makes five statements.

1. For |x| < d, s² = a²(ρ² − r0²)/ρ^(8/3).
2. For |x| ≠ d, s(x) = 0 exactly when x = 0.
3. Among all r > 0, the curve a²(r² − r0²)/r^(8/3) has its strict maximum at r = 2r0.
4. For |x| > d, s = a ρ^(−1/3).
5. s(x) tends to infinity as |x| → ∞.

A second theorem, `peak_reached_iff`, says that the density 2r0 occurs somewhere between the nuclei if and only if cosh(ad) > 2. For shorter bonds the maximum in statement 3 belongs to the curve but to no point of the bond.

In Lean, `density a d x` is ρ(x), `midDensity a d` is r0, and `bondCurve a r0 r` is the curve as a function of a free variable r. `reducedGradient` takes any function ρ and uses its actual derivative `deriv ρ x`, so the formulas for s are derived and not put in by definition. The limit in statement 5 is written with `cocompact ℝ`, which on the real line means |x| → ∞ in both directions at once.

Two conventions matter when comparing numbers. The customary constant 1/(2(3π²)^(1/3)) in front of s is left out. Each atom also has height 1 at its nucleus. For spherical atoms holding one electron each, the density is multiplied by N = a³/(8π), which multiplies s by N^(−1/3) = 2π^(1/3)/a and moves the peak to the density 2N r0.

The model covers only the axis, equal atoms and a plain sum of densities. For two spherical atoms the gradient on the axis points along the axis, so |ρ′| is the full gradient length there; away from the axis these formulas do not apply.

## Between the nuclei

For |x| < d we have x + d > 0 and x − d < 0, so

ρ = exp(−ad) exp(−ax) + exp(−ad) exp(ax) = r0 cosh(ax).

Differentiating gives

ρ′ = a r0 sinh(ax).

Since sinh² = cosh² − 1,

ρ′² = a²(r0² cosh²(ax) − r0²) = a²(ρ² − r0²).

Dividing by (ρ^(4/3))² = ρ^(8/3) gives statement 1. Because a and r0 are positive, ρ′ vanishes only where sinh(ax) = 0, that is, at x = 0.

## Beyond the nuclei

For x > d both distances are measured to the left, and

ρ = exp(−ax)(exp(−ad) + exp(ad)) = 2 cosh(ad) exp(−ax).

The case x < −d is its mirror image. On both sides, therefore,

ρ = 2 cosh(ad) exp(−a|x|), ρ′ = −a sign(x) ρ.

It follows that

s = aρ/ρ^(4/3) = a ρ^(−1/3).

This is positive, which completes statement 2. Inserting ρ gives

s = a (2 cosh(ad))^(−1/3) exp(a|x|/3),

which grows without bound. At any fixed x it is finite: the divergence belongs to the limit.

## The peak and the bond length that reaches it

Write r = t³ and 2r0 = u³ with t, u > 0. Then r^(8/3) = t⁸ and r0² = u⁶/4. The value of the curve at r is

a²(4t⁶ − u⁶)/(4t⁸),

and its value at 2r0 is 3a²/(4u²). The second minus the first is

a²(3t⁸ − 4t⁶u² + u⁸)/(4u²t⁸)

= a²(t² − u²)²(3t⁴ + 2t²u² + u⁴)/(4u²t⁸).

This is positive unless t = u, that is, unless r = 2r0. No second derivative is needed, and the maximum is global at once.

Is this density present in the bond? Between the nuclei ρ = r0 cosh(ax), so we need cosh(ax) = 2 for some |x| < d. As |x| runs from 0 up to, but not including, d, cosh(ax) runs from 1 up to, but not including, cosh(ad). The value 2 is therefore taken exactly when cosh(ad) > 2. Otherwise s² stays below the peak value everywhere between the nuclei.

## The Lean file

```lean
import Mathlib

open Filter Topology

namespace BondAxisReducedGradient

noncomputable section

/-- The density on the axis: two exponential atoms of decay rate `a` at `-d` and `d`. -/
def density (a d x : ℝ) : ℝ :=
  Real.exp (-(a * |x + d|)) + Real.exp (-(a * |x - d|))

/-- The reference density `r0 = 2 exp(-a d)`. -/
def midDensity (a d : ℝ) : ℝ := 2 * Real.exp (-(a * d))

/-- The reduced gradient `|ρ'| / ρ^(4/3)`, without numerical prefactor, at points where
`ρ` is positive and differentiable. -/
def reducedGradient (ρ : ℝ → ℝ) (x : ℝ) : ℝ := |deriv ρ x| / ρ x ^ (4 / 3 : ℝ)

/-- The curve `a² (r² - r0²) / r^(8/3)` as a function of a positive density `r`. -/
def bondCurve (a r0 r : ℝ) : ℝ := a ^ 2 * (r ^ 2 - r0 ^ 2) / r ^ (8 / 3 : ℝ)

/-- Between the nuclei the density is a hyperbolic cosine. -/
theorem density_between {a d x : ℝ} (hx : |x| < d) :
    density a d x = midDensity a d * Real.cosh (a * x) := by
  obtain ⟨h1, h2⟩ := abs_lt.mp hx
  rw [density, midDensity, abs_of_pos (by linarith : 0 < x + d),
    abs_of_neg (by linarith : x - d < 0), Real.cosh_eq,
    show -(a * (x + d)) = -(a * d) + -(a * x) by ring,
    show -(a * -(x - d)) = -(a * d) + a * x by ring, Real.exp_add, Real.exp_add]
  ring

/-- Outside the nuclei the density is a single exponential in the distance from the midpoint. -/
theorem density_outside {a d x : ℝ} (hd : 0 < d) (hx : d < |x|) :
    density a d x = 2 * Real.cosh (a * d) * Real.exp (-(a * |x|)) := by
  rcases lt_abs.mp hx with h | h
  · rw [density, abs_of_pos (by linarith : 0 < x + d), abs_of_pos (by linarith : 0 < x - d),
      abs_of_pos (by linarith : 0 < x), Real.cosh_eq,
      show -(a * (x + d)) = -(a * d) + -(a * x) by ring,
      show -(a * (x - d)) = a * d + -(a * x) by ring, Real.exp_add, Real.exp_add]
    ring
  · rw [density, abs_of_neg (by linarith : x + d < 0), abs_of_neg (by linarith : x - d < 0),
      abs_of_neg (by linarith : x < 0), Real.cosh_eq,
      show -(a * -(x + d)) = a * d + -(a * -x) by ring,
      show -(a * -(x - d)) = -(a * d) + -(a * -x) by ring, Real.exp_add, Real.exp_add]
    ring

/-- The slope of the density between the nuclei is a hyperbolic sine. -/
theorem hasDerivAt_between {a d x : ℝ} (hx : |x| < d) :
    HasDerivAt (density a d) (a * midDensity a d * Real.sinh (a * x)) x := by
  have h1 : HasDerivAt (fun y : ℝ => a * y) a x :=
    ((hasDerivAt_id' x).const_mul a).congr_deriv (by ring)
  have h2 : HasDerivAt (fun y : ℝ => midDensity a d * Real.cosh (a * y))
      (a * midDensity a d * Real.sinh (a * x)) x :=
    (h1.cosh.const_mul (midDensity a d)).congr_deriv (by ring)
  refine h2.congr_of_eventuallyEq ?_
  filter_upwards [(isOpen_lt continuous_abs continuous_const).mem_nhds hx] with y hy
  exact density_between hy

/-- Outside the nuclei the density falls off at the relative rate `a` on either side. -/
theorem hasDerivAt_outside {a d x : ℝ} (hd : 0 < d) (hx : d < |x|) :
    HasDerivAt (density a d) (-(a * Real.sign x * density a d x)) x := by
  have hx0 : x ≠ 0 := abs_pos.mp (hd.trans hx)
  have h1 : HasDerivAt (fun y : ℝ => -(a * |y|)) (-(a * Real.sign x)) x := by
    rcases lt_or_gt_of_ne hx0 with h | h
    · rw [Real.sign_of_neg h]
      exact ((hasDerivAt_abs_neg h).const_mul a).fun_neg
    · rw [Real.sign_of_pos h]
      exact ((hasDerivAt_abs_pos h).const_mul a).fun_neg
  have h2 : HasDerivAt (fun y : ℝ => 2 * Real.cosh (a * d) * Real.exp (-(a * |y|)))
      (-(a * Real.sign x * density a d x)) x :=
    (h1.exp.const_mul (2 * Real.cosh (a * d))).congr_deriv (by
      rw [density_outside hd hx]; ring)
  refine h2.congr_of_eventuallyEq ?_
  filter_upwards [(isOpen_lt continuous_const continuous_abs).mem_nhds hx] with y hy
  exact density_outside hd hy

/-- Outside the nuclei the reduced gradient is `a ρ^(-1/3)`. -/
theorem reducedGradient_outside {a d x : ℝ} (ha : 0 < a) (hd : 0 < d) (hx : d < |x|) :
    reducedGradient (density a d) x = a * density a d x ^ (-(1 / 3) : ℝ) := by
  have hρ : 0 < density a d x := by unfold density; positivity
  have hs : |Real.sign x| = 1 := by
    rcases lt_or_gt_of_ne (abs_pos.mp (hd.trans hx)) with h | h
    · rw [Real.sign_of_neg h]; norm_num
    · rw [Real.sign_of_pos h]; norm_num
  have hp : density a d x ^ (4 / 3 : ℝ) = density a d x * density a d x ^ (1 / 3 : ℝ) := by
    rw [show (4 / 3 : ℝ) = 1 + 1 / 3 by norm_num, Real.rpow_add hρ, Real.rpow_one]
  have hq : 0 < density a d x ^ (1 / 3 : ℝ) := Real.rpow_pos_of_pos hρ _
  rw [reducedGradient, (hasDerivAt_outside hd hx).deriv, abs_neg, abs_mul, abs_mul, hs,
    abs_of_pos ha, abs_of_pos hρ, hp, Real.rpow_neg hρ.le, mul_one,
    div_eq_iff (mul_pos hρ hq).ne']
  calc a * density a d x
      = a * density a d x * ((density a d x ^ (1 / 3 : ℝ))⁻¹ * density a d x ^ (1 / 3 : ℝ)) := by
        rw [inv_mul_cancel₀ hq.ne', mul_one]
    _ = _ := by ring

/-- Among all positive densities the curve has its strict global maximum at `r = 2 r0`. -/
theorem bondCurve_lt_peak {a r0 r : ℝ} (ha : 0 < a) (h0 : 0 < r0) (hr : 0 < r)
    (hne : r ≠ 2 * r0) : bondCurve a r0 r < bondCurve a r0 (2 * r0) := by
  -- cube roots turn the fractional powers into polynomials
  have root : ∀ y : ℝ, 0 < y → ∃ t : ℝ, 0 < t ∧ y = t ^ 3 ∧ y ^ (8 / 3 : ℝ) = t ^ 8 := by
    intro y hy
    refine ⟨y ^ (1 / 3 : ℝ), Real.rpow_pos_of_pos hy _, ?_, ?_⟩
    · rw [← Real.rpow_natCast, ← Real.rpow_mul hy.le]; norm_num
    · rw [← Real.rpow_natCast, ← Real.rpow_mul hy.le]; norm_num
  obtain ⟨t, ht, ht3, ht8⟩ := root r hr
  obtain ⟨u, hu, hu3, hu8⟩ := root (2 * r0) (by positivity)
  have htu : t ^ 2 - u ^ 2 ≠ 0 := by
    intro h
    have h2 : (t - u) * (t + u) = 0 := by linear_combination h
    rcases mul_eq_zero.mp h2 with h | h
    · exact hne (by rw [ht3, hu3, sub_eq_zero.mp h])
    · linarith
  have hsq : 0 < (t ^ 2 - u ^ 2) ^ 2 := by positivity
  have key : 0 < a ^ 2 * u ^ 6 / 4 *
      ((t ^ 2 - u ^ 2) ^ 2 * (3 * t ^ 4 + 2 * t ^ 2 * u ^ 2 + u ^ 4)) := by positivity
  have hr0 : r0 = u ^ 3 / 2 := by linarith
  rw [bondCurve, bondCurve, ht8, hu8, div_lt_div_iff₀ (by positivity) (by positivity), ht3, hr0]
  linarith

/-- The reduced gradient along the axis: its curve between the nuclei, its only zero away from
the cusps, the peak of the curve, its form outside the nuclei, and its divergence far away. -/
theorem reducedGradient_profile {a d : ℝ} (ha : 0 < a) (hd : 0 < d) :
    (∀ x, |x| < d → reducedGradient (density a d) x ^ 2 =
      bondCurve a (midDensity a d) (density a d x)) ∧
    (∀ x, |x| ≠ d → (reducedGradient (density a d) x = 0 ↔ x = 0)) ∧
    (∀ r, 0 < r → r ≠ 2 * midDensity a d →
      bondCurve a (midDensity a d) r < bondCurve a (midDensity a d) (2 * midDensity a d)) ∧
    (∀ x, d < |x| → reducedGradient (density a d) x = a * density a d x ^ (-(1 / 3) : ℝ)) ∧
    Tendsto (reducedGradient (density a d)) (cocompact ℝ) atTop := by
  have hm : 0 < midDensity a d := by unfold midDensity; positivity
  have hρ : ∀ x, 0 < density a d x := fun x => by unfold density; positivity
  refine ⟨fun x hx => ?_, fun x hx => ?_, fun r hr hne => bondCurve_lt_peak ha hm hr hne,
    fun x hx => reducedGradient_outside ha hd hx, ?_⟩
  · have hp : (density a d x ^ (4 / 3 : ℝ)) ^ 2 = density a d x ^ (8 / 3 : ℝ) := by
      rw [← Real.rpow_natCast, ← Real.rpow_mul (hρ x).le]; norm_num
    have hn : (a * midDensity a d * Real.sinh (a * x)) ^ 2 =
        a ^ 2 * (density a d x ^ 2 - midDensity a d ^ 2) := by
      rw [density_between hx]
      linear_combination (-(a * midDensity a d) ^ 2) * Real.cosh_sq (a * x)
    rw [reducedGradient, bondCurve, (hasDerivAt_between hx).deriv, div_pow, sq_abs, hp, hn]
  · rcases lt_or_gt_of_ne hx with h | h
    · have hq := (Real.rpow_pos_of_pos (hρ x) (4 / 3 : ℝ)).ne'
      rw [reducedGradient, (hasDerivAt_between h).deriv, div_eq_zero_iff]
      simp [hq, ha.ne', hm.ne', Real.sinh_eq_zero]
    · have hs : reducedGradient (density a d) x ≠ 0 := by
        rw [reducedGradient_outside ha hd h]
        exact (mul_pos ha (Real.rpow_pos_of_pos (hρ x) _)).ne'
      exact iff_of_false hs (abs_pos.mp (hd.trans h))
  · -- the exponential tail makes the reduced gradient grow like exp(a|x|/3)
    have habs : Tendsto (fun x : ℝ => |x|) (cocompact ℝ) atTop :=
      tendsto_norm_cocompact_atTop (E := ℝ)
    have hC : 0 < 2 * Real.cosh (a * d) := mul_pos two_pos (Real.cosh_pos _)
    have hK : 0 < a * (2 * Real.cosh (a * d)) ^ (-(1 / 3) : ℝ) :=
      mul_pos ha (Real.rpow_pos_of_pos hC _)
    have hlim := (Real.tendsto_exp_atTop.comp
      (habs.const_mul_atTop (by positivity : 0 < a / 3))).const_mul_atTop hK
    refine hlim.congr' ?_
    filter_upwards [habs.eventually_gt_atTop d] with x hx
    change a * (2 * Real.cosh (a * d)) ^ (-(1 / 3) : ℝ) * Real.exp (a / 3 * |x|) = _
    rw [reducedGradient_outside ha hd hx, density_outside hd hx,
      Real.mul_rpow hC.le (Real.exp_pos _).le, ← Real.exp_mul,
      show -(a * |x|) * (-(1 / 3)) = a / 3 * |x| by ring]
    ring

/-- The density `2 r0` occurs between the nuclei exactly when `cosh(a d) > 2`. -/
theorem peak_reached_iff {a d : ℝ} (ha : 0 < a) (hd : 0 < d) :
    (∃ x, |x| < d ∧ density a d x = 2 * midDensity a d) ↔ 2 < Real.cosh (a * d) := by
  have hm : 0 < midDensity a d := by unfold midDensity; positivity
  constructor
  · rintro ⟨x, hx, h⟩
    rw [density_between hx, mul_comm 2] at h
    have hc : Real.cosh (a * x) = 2 := mul_left_cancel₀ hm.ne' h
    have hlt : Real.cosh (a * x) < Real.cosh (a * d) := Real.cosh_lt_cosh.mpr (by
      rw [abs_mul, abs_mul, abs_of_pos hd]
      exact mul_lt_mul_of_pos_left hx (abs_pos.mpr ha.ne'))
    linarith
  · intro h
    have hcont : Continuous (fun x : ℝ => Real.cosh (a * x)) :=
      Real.continuous_cosh.comp (continuous_const.mul continuous_id)
    have hmem : (2 : ℝ) ∈ Set.Ioo (Real.cosh (a * 0)) (Real.cosh (a * d)) := ⟨by simp, h⟩
    obtain ⟨x, hx, hc⟩ := intermediate_value_Ioo hd.le hcont.continuousOn hmem
    have hc' : Real.cosh (a * x) = 2 := hc
    have hxd : |x| < d := by rw [abs_of_pos hx.1]; exact hx.2
    exact ⟨x, hxd, by rw [density_between hxd, hc', mul_comm]⟩

end

end BondAxisReducedGradient
```

```lean
#print axioms BondAxisReducedGradient.reducedGradient_profile
#print axioms BondAxisReducedGradient.peak_reached_iff
```

```
'BondAxisReducedGradient.reducedGradient_profile' depends on axioms: [propext, Classical.choice, Quot.sound]
'BondAxisReducedGradient.peak_reached_iff' depends on axioms: [propext, Classical.choice, Quot.sound]
```

## From local formulas to derivatives

`density_between` and `density_outside` resolve the absolute values by the sign of each argument, split the exponentials with `Real.exp_add`, and leave the rest to `ring`. The outside case is done once for each side.

An equality at a single point says nothing about a derivative. `hasDerivAt_between` and `hasDerivAt_outside` therefore first differentiate the simple formula and then use `congr_of_eventuallyEq`, which transfers the derivative to ρ because the two functions agree on a whole neighbourhood. The neighbourhood exists because |x| < d and |x| > d are open conditions. `reducedGradient_outside` then inserts the slope, splits ρ^(4/3) into ρ · ρ^(1/3) and clears the denominator.

## The peak by algebra

In `bondCurve_lt_peak` the local statement `root` supplies the cube roots t and u together with the eighth powers. `div_lt_div_iff₀` clears the positive denominators. The fact named `key` is the factorised difference from above, multiplied by those denominators, and `positivity` proves it positive once t² ≠ u² is known. That inequality comes from factoring t² − u²: either t = u, which contradicts r ≠ 2r0, or t + u = 0, which is impossible for positive numbers. `linarith` then matches the expanded polynomials.

## Assembling the profile

In `reducedGradient_profile` the identity cosh² = sinh² + 1 enters through `Real.cosh_sq`, inside a `linear_combination` that proves ρ′² = a²(ρ² − r0²). The claim about zeros splits into the two regions: inside, it reduces to `Real.sinh_eq_zero`; outside, both s(x) = 0 and x = 0 are false. For the limit, the proof shows that a positive constant times exp(a|x|/3) tends to infinity, and that s equals this expression as soon as |x| > d.

`peak_reached_iff` uses the strict growth of cosh in |x| for one direction. For the other it applies the intermediate value theorem on the open interval from 0 to d, which yields a point strictly inside the bond.

## Why the nuclei are excluded from the zero statement

Without the condition |x| ≠ d, the Lean form of statement 2 would be false. At x = d the slope from the left is a(1 − exp(−2ad)) and the slope from the right is −a(1 + exp(−2ad)), so ρ has a cusp and no derivative. Lean's `deriv` returns 0 at such a point, and `reducedGradient` would report a zero at each nucleus that has no physical meaning.
